# The exponential of a scalar multiple of a finite Hamiltonian in its energy eigenbasis

A Hamiltonian with finitely many levels is written in its energy eigenbasis as a diagonal matrix with real energies E_i. The theorem `exp_hamiltonian` states that, for any complex number c, the matrix exponential of cH is again diagonal, with entries exp(cE_i); with ħ = 1, the choice c = −it gives the time-evolution operator. The proof first shows entry by entry that cH is the diagonal matrix of the numbers cE_i, then uses `Matrix.exp_diagonal` to move the exponential inside the diagonal. What is left is to compare the two sides at a single index i.

The failing Lean file:

```lean
import Mathlib

open Matrix

namespace DynamicalStructureFactor

noncomputable section

variable {n : Type*} [Fintype n]

/-- The Hamiltonian in its energy eigenbasis. -/
def hamiltonian [DecidableEq n] (E : n → ℝ) : Matrix n n ℂ :=
  Matrix.diagonal (fun i => (E i : ℂ))

/-- The exponential of a multiple of the Hamiltonian is diagonal in the energy basis. -/
theorem exp_hamiltonian [DecidableEq n] (E : n → ℝ) (c : ℂ) :
    NormedSpace.exp (c • hamiltonian E) =
      Matrix.diagonal (fun i => Complex.exp (c * (E i : ℂ))) := by
  have h : c • hamiltonian E = Matrix.diagonal (fun i => c * (E i : ℂ)) := by
    ext i j
    by_cases hij : i = j
    · subst hij
      simp [hamiltonian]
    · simp [hamiltonian, hij]
  rw [h, Matrix.exp_diagonal]
  congr 1
  ext i
  rw [Pi.exp_apply, Complex.exp_eq_exp_ℂ]

end

end DynamicalStructureFactor
```

Compiling this gives:

```
Main.lean:28:6: error(lean.unknownIdentifier): Unknown identifier `Pi.exp_apply`
Main.lean:18:64: error: unsolved goals
n : Type u_1
inst✝¹ : Fintype n
inst✝ : DecidableEq n
E : n → ℝ
c : ℂ
h : c • hamiltonian E = diagonal fun i => c * ↑(E i)
i : n
⊢ NormedSpace.exp (fun i => c * ↑(E i)) i = Complex.exp (c * ↑(E i))
```

Diagnosis. The first message says that Lean knows no lemma called `Pi.exp_apply`. The second shows the goal left open because that `rw` failed. On its left the exponential is taken of the whole function `fun i => c * ↑(E i)` and only then evaluated at `i`; on its right stands the complex exponential of the single number `c * ↑(E i)`.

The missing step is that the exponential of a function is computed pointwise. Mathlib has this fact under the name `Pi.coe_exp`, and the diff puts that name in place of the unknown one. The rewrite turns the left side into `NormedSpace.exp (c * ↑(E i))`. The unchanged `Complex.exp_eq_exp_ℂ` then rewrites `Complex.exp` as `NormedSpace.exp`, so that both sides agree and `rw` closes the goal by reflexivity.

Fix (accepted with no message):

```diff
@@ -26,5 +26,5 @@
   congr 1
   ext i
-  rw [Pi.exp_apply, Complex.exp_eq_exp_ℂ]
+  rw [Pi.coe_exp, Complex.exp_eq_exp_ℂ]
 
 end
```
